# The nonrelativistic limit of the kinetically balanced Dirac pencil determinant

In a finite kinetically balanced basis, the determinant whose zeros are the Dirac energies tends, as the speed of light c grows, to a constant times the corresponding Schrödinger determinant:

det P(c, ε(c)) → det(−T) · det(T + V − E S) whenever ε(c) → E.

Here P is the Dirac pencil, that is, the projected Hamiltonian minus the trial energy ε(c) times the metric. Energies are measured from the rest energy, and the small-component basis functions carry a factor 1/(2c). T, V and S are the nonrelativistic kinetic, potential and overlap matrices. If T is invertible, Dirac roots that converge to a finite energy converge to a Schrödinger root.

## Why the small component follows the large one

In atomic units, with the rest energy subtracted, the one-electron Dirac Hamiltonian is

H = [[V0, c Xᴴ], [c X, V1 − 2c²]].

X stands for σ·p (Pauli matrices σ, momentum operator p), ᴴ is the conjugate transpose, and V0 and V1 are the potentials on the large component φ and the small component χ. The lower row of the eigenvalue equation reads

c X φ + (V1 − 2c²) χ = E χ.

If E stays bounded as c grows, the 2c² term dominates E, and it dominates V1 wherever V1 is bounded, so χ ≈ Xφ/(2c) there. Only the immediate surroundings of a point nucleus, where the Coulomb potential diverges, are excluded. Kinetic balance builds this relation into the basis: if the columns of F are the large-component functions, those of XF/(2c) are the small-component functions. To see what balance achieves, let the small-component basis first be G/(2c) with arbitrary G, and set G = XF afterwards.

## The matrices and what they cover

The nonrelativistic matrices are

S = FᴴF, V = FᴴV0F, T = ½ FᴴXᴴXF,

and W = FᴴXᴴV1XF carries the small-component potential.

In Lean, the finite index types `m` and `p` label the large- and small-component spaces (this `p` is not the momentum), while `n` and `k` label the columns of F and G. The definitions `dirac`, `spinorBasis` and `pencil` are H, the basis diag(F, G/(2c)) and P; `kinetic X F` is T. The hypothesis `Tendsto ε atTop (𝓝 E)` lets the trial energy vary with c, which is what following a Dirac root requires.

The main theorem, `kinetic_balance_limit`, holds for every complex matrix X and all potential matrices, Hermitian or not. It does not require T to be invertible. The root theorem, `schrodinger_root_of_dirac_roots`, does: the large-component basis functions must be linearly independent, and no nonzero combination of them may have zero kinetic energy. Its hypothesis `∃ᶠ c in atTop` says that ε(c) is a Dirac root for arbitrarily large c, not necessarily for all large c.

The model is one-electron and finite-dimensional, with real energies and with F and G fixed as c grows. The theorems give no rate of convergence, and they do not say that every Schrödinger root is approached by Dirac roots.

## Projection and elimination by hand

Multiplying out the blocks for general G and c ≠ 0 gives

upper left: FᴴV0F
upper right: Fᴴ(cXᴴ)G/(2c) = ½ FᴴXᴴG
lower left: Gᴴ(cX)F/(2c) = ½ GᴴXF
lower right: Gᴴ(V1 − 2c²)G/(4c²) = GᴴV1G/(4c²) − ½ GᴴG.

The metric is diag(S, GᴴG/(4c²)). For G = XF we have GᴴG = 2T, so the Hamiltonian blocks become V, T, T and W/(4c²) − T, and the metric becomes diag(S, T/(2c²)). Hence

P(c, ε) = [[V − εS, T], [T, W/(4c²) − T − εT/(2c²)]].

As c → ∞ and ε → E, the terms with 1/c² vanish. The determinant is a polynomial in the matrix entries, so it converges to the determinant of

[[V − ES, T], [T, −T]].

Adding the lower block row to the upper one leaves the determinant unchanged and gives

[[T + V − ES, 0], [T, −T]],

whose determinant is det(−T) · det(T + V − ES). No inverse was used.

Suppose now that T is invertible and that ε(c) is a Dirac root for arbitrarily large c. If det(T + V − ES) were nonzero, the limit would be nonzero, and the Dirac determinant could not vanish at large c. So E is a Schrödinger root.

## Kinetic energy lost in an unbalanced basis

For general G with GᴴG invertible, meaning that the columns of G are linearly independent, the limiting matrix is

[[V − ES, ½ FᴴXᴴG], [½ GᴴXF, −½ GᴴG]].

Multiply the lower row from the left by Q = FᴴXᴴG(GᴴG)⁻¹ and add it to the upper row. The upper right block vanishes, and the determinant is

det(−½ GᴴG) · det(T_G + V − ES), with T_G = ½ FᴴXᴴG(GᴴG)⁻¹GᴴXF.

The limit therefore contains the kinetic matrix T_G in place of T. To compare them, let R be the part of XF that G misses:

R = XF − G(GᴴG)⁻¹GᴴXF.

Then GᴴR = 0, so RᴴR = (XF)ᴴR = 2T − 2T_G, and

T − T_G = ½ RᴴR.

For a coefficient vector x with Fx ≠ 0, the normalised loss of kinetic energy is ½‖Rx‖²/(xᴴSx), which is never negative. The two matrices agree exactly when R = 0, that is, when XF = GC for some matrix C. In this finite one-electron model, a small-component basis that misses part of XF thus underestimates the kinetic energy of some states in the nonrelativistic limit, while a larger basis whose span contains XF does not.

The argument for the roots carries over to this case: if GᴴG is invertible, Dirac roots that converge to a finite E converge to a root of det(T_G + V − ES). The file stops at the determinant limit and leaves this corollary to the reader.

## The complete Lean file

```lean
import Mathlib

open Matrix Filter Topology
open scoped ComplexOrder

namespace KineticBalance

noncomputable section

variable {m p n k : Type*} [Fintype m] [Fintype p] [Fintype n] [Fintype k]
  [DecidableEq p] [DecidableEq n] [DecidableEq k]

/-- The Dirac Hamiltonian with the rest energy subtracted; `X` stands for `σ·p`, and
`V0`, `V1` are the potentials on the large and small components. -/
def dirac (X : Matrix p m ℂ) (V0 : Matrix m m ℂ) (V1 : Matrix p p ℂ) (c : ℝ) :
    Matrix (m ⊕ p) (m ⊕ p) ℂ :=
  fromBlocks V0 (c • Xᴴ) (c • X) (V1 - (2 * c ^ 2) • (1 : Matrix p p ℂ))

/-- The spinor basis with large components `F` and small components `G / (2c)`, for `c ≠ 0`.
Kinetic balance is the choice `G = X F`. -/
def spinorBasis (F : Matrix m n ℂ) (G : Matrix p k ℂ) (c : ℝ) : Matrix (m ⊕ p) (n ⊕ k) ℂ :=
  fromBlocks F 0 0 ((2 * c)⁻¹ • G)

/-- The Dirac pencil at energy `E`: projected Hamiltonian minus `E` times the metric,
for `c ≠ 0`. -/
def pencil (X : Matrix p m ℂ) (V0 : Matrix m m ℂ) (V1 : Matrix p p ℂ)
    (F : Matrix m n ℂ) (G : Matrix p k ℂ) (c E : ℝ) : Matrix (n ⊕ k) (n ⊕ k) ℂ :=
  (spinorBasis F G c)ᴴ * dirac X V0 V1 c * spinorBasis F G c
    - E • ((spinorBasis F G c)ᴴ * spinorBasis F G c)

/-- The nonrelativistic kinetic energy matrix `T = Fᴴ Xᴴ X F / 2`. -/
def kinetic (X : Matrix p m ℂ) (F : Matrix m n ℂ) : Matrix n n ℂ :=
  (1 / 2 : ℝ) • (Fᴴ * Xᴴ * (X * F))

/-- The kinetic energy matrix seen through a small-component basis `G`, for invertible
`Gᴴ G`. -/
def kineticThrough (X : Matrix p m ℂ) (F : Matrix m n ℂ) (G : Matrix p k ℂ) : Matrix n n ℂ :=
  (1 / 2 : ℝ) • (Fᴴ * Xᴴ * G * ((Gᴴ * G)⁻¹ * (Gᴴ * X * F)))

/-- The part of `X F` orthogonal to the small-component basis `G`, for invertible `Gᴴ G`. -/
def missing (X : Matrix p m ℂ) (F : Matrix m n ℂ) (G : Matrix p k ℂ) : Matrix p n ℂ :=
  X * F - G * ((Gᴴ * G)⁻¹ * (Gᴴ * (X * F)))

omit [Fintype n] [Fintype k] [DecidableEq n] [DecidableEq k] in
/-- The blocks of the projected Dirac Hamiltonian and of the metric, for `c ≠ 0` and any
small-component basis `G`. -/
theorem projection (X : Matrix p m ℂ) (V0 : Matrix m m ℂ) (V1 : Matrix p p ℂ)
    (F : Matrix m n ℂ) (G : Matrix p k ℂ) {c : ℝ} (hc : c ≠ 0) :
    (spinorBasis F G c)ᴴ * dirac X V0 V1 c * spinorBasis F G c =
      fromBlocks (Fᴴ * V0 * F) ((1 / 2 : ℝ) • (Fᴴ * Xᴴ * G)) ((1 / 2 : ℝ) • (Gᴴ * X * F))
        ((1 / (4 * c ^ 2)) • (Gᴴ * V1 * G) - (1 / 2 : ℝ) • (Gᴴ * G)) ∧
    (spinorBasis F G c)ᴴ * spinorBasis F G c =
      fromBlocks (Fᴴ * F) 0 0 ((1 / (4 * c ^ 2)) • (Gᴴ * G)) := by
  have h1 : c * (2 * c)⁻¹ = 1 / 2 := by field_simp
  have h2 : (2 * c)⁻¹ * (2 * c)⁻¹ = 1 / (4 * c ^ 2) := by ring
  have h3 : 1 / (4 * c ^ 2) * (2 * c ^ 2) = 1 / 2 := by
    field_simp
    norm_num
  constructor
  · rw [spinorBasis, dirac, fromBlocks_conjTranspose, fromBlocks_multiply, fromBlocks_multiply]
    simp only [conjTranspose_zero, Matrix.zero_mul, Matrix.mul_zero, add_zero, zero_add,
      conjTranspose_smul, star_trivial]
    rw [fromBlocks_inj]
    refine ⟨rfl, ?_, ?_, ?_⟩
    · rw [Matrix.mul_smul, Matrix.mul_smul, Matrix.smul_mul, smul_smul, mul_comm, h1]
    · rw [Matrix.mul_smul, Matrix.smul_mul, Matrix.smul_mul, Matrix.smul_mul, smul_smul, h1]
    · rw [Matrix.mul_smul, Matrix.smul_mul, Matrix.smul_mul, smul_smul, h2, Matrix.mul_sub,
        Matrix.sub_mul, Matrix.mul_smul, Matrix.mul_one, Matrix.smul_mul, smul_sub, smul_smul, h3]
  · rw [spinorBasis, fromBlocks_conjTranspose, fromBlocks_multiply]
    simp only [conjTranspose_zero, Matrix.zero_mul, Matrix.mul_zero, add_zero, zero_add,
      conjTranspose_smul, star_trivial]
    rw [Matrix.mul_smul, Matrix.smul_mul, smul_smul, h2]

omit [Fintype n] [DecidableEq n] in
/-- With kinetic balance and `c ≠ 0` the Hamiltonian blocks are `V, T, T, W/(4c²) - T`
and the metric is `diag(S, T/(2c²))`. -/
theorem balanced_projection (X : Matrix p m ℂ) (V0 : Matrix m m ℂ) (V1 : Matrix p p ℂ)
    (F : Matrix m n ℂ) {c : ℝ} (hc : c ≠ 0) :
    (spinorBasis F (X * F) c)ᴴ * dirac X V0 V1 c * spinorBasis F (X * F) c =
      fromBlocks (Fᴴ * V0 * F) (kinetic X F) (kinetic X F)
        ((1 / (4 * c ^ 2)) • (Fᴴ * Xᴴ * V1 * X * F) - kinetic X F) ∧
    (spinorBasis F (X * F) c)ᴴ * spinorBasis F (X * F) c =
      fromBlocks (Fᴴ * F) 0 0 ((1 / (2 * c ^ 2)) • kinetic X F) := by
  obtain ⟨h1, h2⟩ := projection X V0 V1 F (X * F) hc
  have h3 : 1 / (2 * c ^ 2) * (1 / 2) = 1 / (4 * c ^ 2) := by ring
  rw [h1, h2]
  constructor
  · simp only [kinetic, conjTranspose_mul, Matrix.mul_assoc]
  · simp only [kinetic, conjTranspose_mul, Matrix.mul_assoc, smul_smul, h3]

/-- Elimination of the small component: if `Q D = -B`, the determinant of the block matrix
with rows `(A, B)` and `(C, D)` is `det D · det (Q C + A)`. -/
theorem det_eliminate (A : Matrix n n ℂ) (B : Matrix n k ℂ) (C : Matrix k n ℂ)
    (D : Matrix k k ℂ) (Q : Matrix n k ℂ) (hQ : Q * D = -B) :
    (fromBlocks A B C D).det = D.det * (Q * C + A).det := by
  have h : fromBlocks (1 : Matrix n n ℂ) Q 0 (1 : Matrix k k ℂ) * fromBlocks A B C D =
      fromBlocks (Q * C + A) 0 C D := by
    rw [fromBlocks_multiply, hQ]
    simp [add_comm]
  have h2 := congrArg Matrix.det h
  simp only [det_mul, det_fromBlocks_zero₂₁, det_one, one_mul, det_fromBlocks_zero₁₂] at h2
  rw [h2, mul_comm]

/-- For any small-component basis, the pencil determinant converges as `c → ∞` when the
energy `ε c` tends to `E`; the small-component potential drops out. -/
theorem tendsto_det_pencil (X : Matrix p m ℂ) (V0 : Matrix m m ℂ) (V1 : Matrix p p ℂ)
    (F : Matrix m n ℂ) (G : Matrix p k ℂ) {ε : ℝ → ℝ} {E : ℝ} (hε : Tendsto ε atTop (𝓝 E)) :
    Tendsto (fun c => (pencil X V0 V1 F G c (ε c)).det) atTop
      (𝓝 (fromBlocks (Fᴴ * V0 * F - E • (Fᴴ * F)) ((1 / 2 : ℝ) • (Fᴴ * Xᴴ * G))
        ((1 / 2 : ℝ) • (Gᴴ * X * F)) (-((1 / 2 : ℝ) • (Gᴴ * G)))).det) := by
  have ht : Tendsto (fun c : ℝ => 1 / (4 * c ^ 2)) atTop (𝓝 0) := by
    have h := ((tendsto_inv_atTop_zero (𝕜 := ℝ)).pow 2).const_mul (1 / 4)
    have h0 : (1 / 4 : ℝ) * 0 ^ 2 = 0 := by norm_num
    rw [h0] at h
    refine h.congr fun c => ?_
    show (1 / 4 : ℝ) * (c⁻¹) ^ 2 = 1 / (4 * c ^ 2)
    ring
  -- the pencil is a continuous function of `1/(4c²)` and the energy
  have hcont : Continuous fun q : ℝ × ℝ =>
      (fromBlocks (Fᴴ * V0 * F - q.2 • (Fᴴ * F)) ((1 / 2 : ℝ) • (Fᴴ * Xᴴ * G))
        ((1 / 2 : ℝ) • (Gᴴ * X * F))
        (q.1 • (Gᴴ * V1 * G) - (1 / 2 : ℝ) • (Gᴴ * G) - q.2 • q.1 • (Gᴴ * G))).det :=
    Continuous.matrix_det (Continuous.matrix_fromBlocks (by fun_prop) continuous_const
      continuous_const (by fun_prop))
  have hlim := (hcont.tendsto (0, E)).comp (ht.prodMk_nhds hε)
  simp only [zero_smul, smul_zero, sub_zero, zero_sub] at hlim
  refine hlim.congr' ?_
  filter_upwards [eventually_ne_atTop (0 : ℝ)] with c hc
  obtain ⟨h1, h2⟩ := projection X V0 V1 F G hc
  refine congrArg Matrix.det ?_
  rw [pencil, h1, h2]
  ext (i | i) (j | j) <;>
    simp only [fromBlocks_apply₁₁, fromBlocks_apply₁₂, fromBlocks_apply₂₁, fromBlocks_apply₂₂,
      Matrix.sub_apply, Matrix.smul_apply, Matrix.zero_apply, smul_zero, sub_zero]

/-- Nonrelativistic limit with kinetic balance: as `c → ∞` and `ε c → E`, the Dirac pencil
determinant tends to `det(-T) det(T + V - E S)`. -/
theorem kinetic_balance_limit (X : Matrix p m ℂ) (V0 : Matrix m m ℂ) (V1 : Matrix p p ℂ)
    (F : Matrix m n ℂ) {ε : ℝ → ℝ} {E : ℝ} (hε : Tendsto ε atTop (𝓝 E)) :
    Tendsto (fun c => (pencil X V0 V1 F (X * F) c (ε c)).det) atTop
      (𝓝 ((-kinetic X F).det * (kinetic X F + Fᴴ * V0 * F - E • (Fᴴ * F)).det)) := by
  have h := tendsto_det_pencil X V0 V1 F (X * F) hε
  have e := det_eliminate (Fᴴ * V0 * F - E • (Fᴴ * F)) (kinetic X F) (kinetic X F)
    (-kinetic X F) 1 (Matrix.one_mul _)
  rw [Matrix.one_mul] at e
  rw [add_sub_assoc, ← e]
  simpa only [kinetic, conjTranspose_mul, Matrix.mul_assoc] using h

/-- For invertible `T`, if `ε c → E` and `ε c` is a root of the balanced Dirac pencil for
arbitrarily large `c`, then `E` is a root of the Schrödinger pencil. -/
theorem schrodinger_root_of_dirac_roots (X : Matrix p m ℂ) (V0 : Matrix m m ℂ)
    (V1 : Matrix p p ℂ) (F : Matrix m n ℂ) (hT : (kinetic X F).det ≠ 0)
    {ε : ℝ → ℝ} {E : ℝ} (hε : Tendsto ε atTop (𝓝 E))
    (hroot : ∃ᶠ c in atTop, (pencil X V0 V1 F (X * F) c (ε c)).det = 0) :
    (kinetic X F + Fᴴ * V0 * F - E • (Fᴴ * F)).det = 0 := by
  by_contra hne
  have hneg : (-kinetic X F).det ≠ 0 := by
    rw [det_neg]
    exact mul_ne_zero (pow_ne_zero _ (by norm_num)) hT
  exact hroot ((kinetic_balance_limit X V0 V1 F hε).eventually_ne (mul_ne_zero hneg hne))

/-- For any small-component basis `G` with `Gᴴ G` invertible, as `c → ∞` and `ε c → E`, the Dirac
pencil determinant tends to `det(-Gᴴ G / 2) det(T_G + V - E S)`, where `T_G` is the kinetic matrix
seen through `G`. -/
theorem unbalanced_limit (X : Matrix p m ℂ) (V0 : Matrix m m ℂ) (V1 : Matrix p p ℂ)
    (F : Matrix m n ℂ) (G : Matrix p k ℂ) (hG : IsUnit (Gᴴ * G).det)
    {ε : ℝ → ℝ} {E : ℝ} (hε : Tendsto ε atTop (𝓝 E)) :
    Tendsto (fun c => (pencil X V0 V1 F G c (ε c)).det) atTop
      (𝓝 ((-((1 / 2 : ℝ) • (Gᴴ * G))).det *
        (kineticThrough X F G + Fᴴ * V0 * F - E • (Fᴴ * F)).det)) := by
  have hQ : Fᴴ * Xᴴ * G * (Gᴴ * G)⁻¹ * (-((1 / 2 : ℝ) • (Gᴴ * G))) =
      -((1 / 2 : ℝ) • (Fᴴ * Xᴴ * G)) := by
    rw [Matrix.mul_neg, Matrix.mul_smul, Matrix.mul_assoc _ (Gᴴ * G)⁻¹,
      Matrix.nonsing_inv_mul _ hG, Matrix.mul_one]
  have hK : Fᴴ * Xᴴ * G * (Gᴴ * G)⁻¹ * ((1 / 2 : ℝ) • (Gᴴ * X * F)) =
      kineticThrough X F G := by
    simp only [kineticThrough, Matrix.mul_smul, Matrix.mul_assoc]
  rw [add_sub_assoc, ← hK, ← det_eliminate _ _ _ _ _ hQ]
  exact tendsto_det_pencil X V0 V1 F G hε

omit [Fintype n] [DecidableEq p] [DecidableEq n] in
/-- For invertible `Gᴴ G`, the kinetic energy lost through `G` is half the Gram matrix of
the part of `X F` that `G` misses. -/
theorem kinetic_loss (X : Matrix p m ℂ) (F : Matrix m n ℂ) (G : Matrix p k ℂ)
    (hG : IsUnit (Gᴴ * G).det) :
    kinetic X F - kineticThrough X F G =
      (1 / 2 : ℝ) • ((missing X F G)ᴴ * missing X F G) := by
  -- the missing part is orthogonal to the small-component basis
  have h0 : Gᴴ * missing X F G = 0 := by
    rw [missing, Matrix.mul_sub, ← Matrix.mul_assoc Gᴴ G, ← Matrix.mul_assoc (Gᴴ * G),
      Matrix.mul_nonsing_inv _ hG, Matrix.one_mul, sub_self]
  have h1 : (missing X F G)ᴴ = (X * F)ᴴ - ((Gᴴ * G)⁻¹ * (Gᴴ * (X * F)))ᴴ * Gᴴ := by
    rw [missing, conjTranspose_sub, conjTranspose_mul G]
  rw [h1, Matrix.sub_mul, Matrix.mul_assoc _ Gᴴ, h0, Matrix.mul_zero, sub_zero]
  simp only [missing, kinetic, kineticThrough, conjTranspose_mul, Matrix.mul_sub, smul_sub,
    Matrix.mul_assoc]

omit [DecidableEq p] [DecidableEq n] in
/-- For invertible `Gᴴ G`, the kinetic energy seen through `G` never exceeds that of `T` for any
coefficient vector, and the two matrices agree exactly when every column of `X F` lies in the
span of `G`. -/
theorem kineticThrough_le_and_eq_iff (X : Matrix p m ℂ) (F : Matrix m n ℂ) (G : Matrix p k ℂ)
    (hG : IsUnit (Gᴴ * G).det) :
    (∀ x : n → ℂ, 0 ≤ star x ⬝ᵥ ((kinetic X F - kineticThrough X F G) *ᵥ x)) ∧
      (kineticThrough X F G = kinetic X F ↔ ∃ C : Matrix k n ℂ, X * F = G * C) := by
  have hd := kinetic_loss X F G hG
  refine ⟨fun x => ?_, fun h => ?_, fun ⟨C, hC⟩ => ?_⟩
  · rw [hd]
    apply PosSemidef.dotProduct_mulVec_nonneg
    exact (posSemidef_conjTranspose_mul_self (missing X F G)).smul (by norm_num)
  · rw [h, sub_self] at hd
    have h0 := (smul_eq_zero.mp hd.symm).resolve_left (by norm_num)
    have hR := conjTranspose_mul_self_eq_zero.mp h0
    rw [missing] at hR
    exact ⟨_, sub_eq_zero.mp hR⟩
  · have hR : missing X F G = 0 := by
      rw [missing, hC, ← Matrix.mul_assoc Gᴴ G C, ← Matrix.mul_assoc (Gᴴ * G)⁻¹,
        Matrix.nonsing_inv_mul _ hG, Matrix.one_mul, sub_self]
    rw [hR, Matrix.mul_zero, smul_zero] at hd
    exact (sub_eq_zero.mp hd).symm

end

end KineticBalance
```

```lean
#print axioms KineticBalance.kinetic_balance_limit
#print axioms KineticBalance.schrodinger_root_of_dirac_roots
#print axioms KineticBalance.unbalanced_limit
#print axioms KineticBalance.kineticThrough_le_and_eq_iff
```

```
'KineticBalance.kinetic_balance_limit' depends on axioms: [propext, Classical.choice, Quot.sound]
'KineticBalance.schrodinger_root_of_dirac_roots' depends on axioms: [propext, Classical.choice, Quot.sound]
'KineticBalance.unbalanced_limit' depends on axioms: [propext, Classical.choice, Quot.sound]
'KineticBalance.kineticThrough_le_and_eq_iff' depends on axioms: [propext, Classical.choice, Quot.sound]
```

## Continuity and block elimination in the code

`projection` carries out the block multiplication. Its scalar identities `h1`, `h2` and `h3` simplify the powers of c as above, and `balanced_projection` inserts G = XF.

`det_eliminate` is the row operation. It multiplies the block matrix from the left by a triangular matrix with unit diagonal blocks and off-diagonal block Q, then takes determinants. Its hypothesis is `Q * D = -B`, not invertibility of D. With balance, Q = 1 satisfies it even when T is singular.

`tendsto_det_pencil` treats the determinant as a function of two real variables, 1/(4c²) and the energy. `hcont` proves that this function is continuous, and `hlim` evaluates its limit at (0, E). By `projection`, the pencil determinant equals this function whenever c ≠ 0, a condition that `eventually_ne_atTop` supplies for large c.

`kinetic_balance_limit` combines that limit with the elimination for Q = 1. `schrodinger_root_of_dirac_roots` then argues by contradiction: `eventually_ne` turns a nonzero limit into a determinant that is nonzero for all sufficiently large c, against `hroot`.

`unbalanced_limit` repeats the elimination with Q = FᴴXᴴG(GᴴG)⁻¹; `hQ` checks the condition on Q, and `hK` identifies the resulting kinetic matrix as `kineticThrough X F G`, which is T_G.

In `kinetic_loss`, R is called `missing X F G`, and `h0` is its orthogonality to G. Expanding only the left factor of RᴴR lets `h0` remove the second term. Finally, `kineticThrough_le_and_eq_iff` obtains the inequality from the positive semidefiniteness of RᴴR. For the equality case it uses that RᴴR = 0 forces R = 0, which gives C = (GᴴG)⁻¹GᴴXF; conversely, substituting XF = GC makes R vanish.
